# Löwdin orbitals follow a mixing of the atomic orbitals exactly when the mixing is unitary

Let \(F\) be a complex \(m\times d\) matrix whose \(d\) columns are atomic orbitals, expanded in an orthonormal basis of \(m\) functions. A dagger denotes the conjugate transpose, written `ᴴ` in Lean. The overlap matrix of the orbitals is \(S=F^\dagger F\). In the Lean code `m` and `d` are finite index types, so every sum is finite, and the same letters serve here for their sizes. With `ComplexOrder` open, an inequality \(0\le z\) between complex numbers says that \(z\) is real and non-negative.

```lean
import Mathlib

open Matrix
open scoped ComplexOrder

namespace LoewdinHubbardCovariance

noncomputable section

variable {m d : Type*} [Fintype m] [Fintype d] [DecidableEq d]
```

A \(d\times d\) matrix \(R\) is a Löwdin factor of \(F\) if it is positive definite, which in Mathlib includes being Hermitian, and satisfies

\[
R\,S\,R = 1 .
\]

This is the matrix usually written \(S^{-1/2}\). The Löwdin orbitals are the columns of \(\Phi=FR\). A factor exists only if the atomic orbitals are linearly independent. The theorems take the factor as given and do not construct it from \(S\).

```lean
/-- `R` is a Loewdin factor of the atomic orbitals in the columns of `F`: it is positive
definite and turns their overlap matrix `Fᴴ * F` into the identity. -/
def IsLoewdin (F : Matrix m d ℂ) (R : Matrix d d ℂ) : Prop :=
  R.PosDef ∧ R * (Fᴴ * F) * R = 1
```

For a one-particle density matrix \(\rho\), written in the same \(m\)-function basis, the occupation matrix of the Löwdin orbitals is \(n=\Phi^\dagger\rho\,\Phi\). The definition accepts any square \(\rho\); neither hermiticity nor a particle number is required.

```lean
/-- The occupation matrix of the orbitals `F * R` for the one-particle density matrix `ρ`. -/
def occupation (F : Matrix m d ℂ) (R : Matrix d d ℂ) (ρ : Matrix m m ℂ) : Matrix d d ℂ :=
  (F * R)ᴴ * ρ * (F * R)
```

In its simplified rotationally invariant form, with a single interaction parameter, the Hubbard correction is

\[
E_U=\frac U2\,\mathrm{Tr}\,(n-n^2).
\]

The real parameter \(U\) stands for the effective on-site repulsion. For Hermitian \(n\) with eigenvalues \(\lambda_i\) the correction equals \(\frac U2\sum_i\lambda_i(1-\lambda_i)\), so with \(U>0\) it penalises eigenvalues strictly between 0 and 1. The code gives it the type of a complex number because it is a trace of complex matrices. One spin channel and one set of \(d\) orbitals are treated, and the trace runs over the whole set.

```lean
/-- The simplified, one-parameter Hubbard correction `(U/2) Tr(n - n²)` of an occupation matrix `n`.
-/
def hubbardEnergy (U : ℝ) (n : Matrix d d ℂ) : ℂ :=
  (U : ℂ) / 2 * (n - n * n).trace
```

Now mix the atomic orbitals with a square matrix \(W\), so that \(F\) becomes \(FW\), and let \(R'\) be a Löwdin factor of \(FW\). The problems below lead to the equivalence

\[
FWR'=FRW \quad\Longleftrightarrow\quad W^\dagger W=1 .
\]

For DFT+U with a single finite set of Hubbard orbitals and a fixed density matrix, it follows that the correction does not depend on which unitary mixture of the atomic orbitals was orthogonalised.

## (a) Orthonormality of the Löwdin orbitals

**Task.** Show that the columns of \(FR\) are orthonormal.

**Solution.** Since \(R^\dagger=R\),

\[
(FR)^\dagger(FR)=R^\dagger F^\dagger F R=R\,S\,R=1 .
\]

The Lean proof makes the same replacement of \(R^\dagger\) by \(R\) and then regroups the product.

```lean
/-- The Loewdin orbitals `F * R` are orthonormal. -/
theorem loewdin_orthonormal {F : Matrix m d ℂ} {R : Matrix d d ℂ} (h : IsLoewdin F R) :
    (F * R)ᴴ * (F * R) = 1 := by
  rw [Matrix.conjTranspose_mul, h.1.isHermitian.eq]
  simpa only [Matrix.mul_assoc] using h.2
```

## (b) A vanishing trace forces a vanishing matrix

**Task.** Let \(P\) be positive definite and \(\mathrm{Tr}(D^\dagger P D)=0\). Show that \(D=0\).

**Solution.** Write \(v_j\) for column \(j\) of \(D\). The diagonal entries of \(D^\dagger PD\) are the quadratic forms of the columns, so

\[
\mathrm{Tr}(D^\dagger P D)=\sum_j v_j^\dagger P\,v_j .
\]

Every term is non-negative and the sum is zero, so every term is zero. A non-zero column would give a strictly positive term. Hence every column vanishes.

In the code, `key` is the column formula, `Finset.sum_eq_zero_iff_of_nonneg` passes from the sum to its terms, and `hcol` rules out a non-zero column by contradiction.

```lean
omit [DecidableEq d] in
/-- If `P` is positive definite and `Tr(Dᴴ P D)` vanishes, then `D` vanishes. -/
theorem eq_zero_of_trace_eq_zero {P D : Matrix d d ℂ} (hP : P.PosDef)
    (h : (Dᴴ * P * D).trace = 0) : D = 0 := by
  -- the trace is the sum of the quadratic form of `P` over the columns of `D`
  have key : (Dᴴ * P * D).trace =
      ∑ j, star (fun i => D i j) ⬝ᵥ (P *ᵥ (fun i => D i j)) := by
    rw [Matrix.mul_assoc]
    rfl
  rw [key, Finset.sum_eq_zero_iff_of_nonneg
    (fun j _ => hP.posSemidef.dotProduct_mulVec_nonneg _)] at h
  ext i j
  have hcol : (fun i => D i j) = 0 := by
    by_contra hne
    exact (hP.dotProduct_mulVec_pos hne).ne' (h j (Finset.mem_univ j))
  exact congrFun hcol i
```

## (c) Uniqueness of the Löwdin factor

**Task.** Let \(R\) and \(Q\) both be Löwdin factors of \(F\). Show that \(R=Q\).

**Solution.** For square matrices \(AB=1\) implies \(BA=1\). Applied to \((RS)R=1\) this gives \(R^2S=1\), and applied to \(Q(SQ)=1\) it gives \(SQ^2=1\). Therefore

\[
R^2=R^2(SQ^2)=(R^2S)Q^2=Q^2 .
\]

It remains to take the square root. Since \(R\) and \(Q\) are not known to commute, \(R^2-Q^2\) may not be factorised as it would be for numbers. The trace gets round this. Put \(D=R-Q\), which is Hermitian. Cyclicity gives \(\mathrm{Tr}(DQD)=\mathrm{Tr}(DDQ)\), so

\[
\begin{aligned}
\mathrm{Tr}\big(D(R+Q)D\big)
&=\mathrm{Tr}(DRD)+\mathrm{Tr}(DDQ)\\
&=\mathrm{Tr}\big(D(RD+DQ)\big)\\
&=\mathrm{Tr}\big(D(R^2-RQ+RQ-Q^2)\big)\\
&=\mathrm{Tr}\big(D(R^2-Q^2)\big)=0 .
\end{aligned}
\]

The sum \(R+Q\) is positive definite, so (b) with \(P=R+Q\) gives \(D=0\).

The Lean names follow this order: `hsq` is the equality of the squares, `c` is the cyclic step, `z` is the algebra in the middle lines, and `ht` is the vanishing trace.

In a program the factor is commonly obtained by diagonalising \(S=V s V^\dagger\), with \(V\) unitary and \(s\) diagonal and positive, and setting \(R=V s^{-1/2}V^\dagger\). The phases of the eigenvectors, and the basis chosen within a degenerate eigenspace, are arbitrary. By uniqueness they have no effect on \(R\) in exact arithmetic. Small eigenvalues of \(S\), which signal nearly dependent orbitals, give large entries in \(s^{-1/2}\) and amplify rounding errors.

```lean
/-- The Loewdin factor of a given set of atomic orbitals is unique. -/
theorem loewdin_unique {F : Matrix m d ℂ} {R Q : Matrix d d ℂ}
    (hR : IsLoewdin F R) (hQ : IsLoewdin F Q) : R = Q := by
  -- both squares are inverse to the overlap matrix
  have h1 : R * (R * (Fᴴ * F)) = 1 := mul_eq_one_comm.mp hR.2
  have h2 : (Fᴴ * F) * Q * Q = 1 := by
    apply mul_eq_one_comm.mp
    rw [← Matrix.mul_assoc]
    exact hQ.2
  have hsq : R * R = Q * Q := by
    calc R * R = R * R * ((Fᴴ * F) * Q * Q) := by rw [h2, Matrix.mul_one]
      _ = R * (R * (Fᴴ * F)) * (Q * Q) := by simp only [Matrix.mul_assoc]
      _ = Q * Q := by rw [h1, Matrix.one_mul]
  have hD : (R - Q)ᴴ = R - Q := by
    rw [Matrix.conjTranspose_sub, hR.1.isHermitian.eq, hQ.1.isHermitian.eq]
  -- cyclicity of the trace brings in the difference of the squares
  have ht : ((R - Q)ᴴ * (R + Q) * (R - Q)).trace = 0 := by
    have e : (R - Q) * (R + Q) * (R - Q) =
        (R - Q) * R * (R - Q) + (R - Q) * Q * (R - Q) := by noncomm_ring
    have c : ((R - Q) * Q * (R - Q)).trace = ((R - Q) * ((R - Q) * Q)).trace :=
      Matrix.trace_mul_comm _ _
    have z : (R - Q) * R * (R - Q) + (R - Q) * ((R - Q) * Q) =
        (R - Q) * (R * R - Q * Q) := by noncomm_ring
    rw [hD, e, Matrix.trace_add, c, ← Matrix.trace_add, z, hsq, sub_self,
      Matrix.mul_zero, Matrix.trace_zero]
  exact sub_eq_zero.mp (eq_zero_of_trace_eq_zero (hR.1.add hQ.1) ht)
```

## (d) The factor of the rotated orbitals

**Task.** Let \(R\) be a Löwdin factor of \(F\) and let \(W\) be unitary. Show that \(W^\dagger RW\) is a Löwdin factor of \(FW\).

**Solution.** For a vector \(x\neq0\) the vector \(Wx\) is also non-zero, because \(W^\dagger Wx=x\). Hence

\[
x^\dagger(W^\dagger RW)x=(Wx)^\dagger R\,(Wx)>0 ,
\]

and \(W^\dagger RW\) is Hermitian because \(R\) is. The overlap of the new orbitals is \((FW)^\dagger(FW)=W^\dagger SW\). With \(WW^\dagger=1\),

\[
(W^\dagger RW)(W^\dagger SW)(W^\dagger RW)=W^\dagger (RSR)W=W^\dagger W=1 .
\]

The overlap \(S\) need not be invariant under \(W\); no symmetry of the atom or the crystal is used.

The first half of the Lean proof shows that \(W\) is injective by applying \(W^\dagger\), and its `calc` block removes the two inner products \(WW^\dagger\).

```lean
/-- If `R` is a Loewdin factor of `F` and `W` is unitary, then `Wᴴ * R * W` is a Loewdin
factor of the rotated atomic orbitals `F * W`. -/
theorem loewdin_rotate {F : Matrix m d ℂ} {R W : Matrix d d ℂ}
    (h : IsLoewdin F R) (hW : Wᴴ * W = 1) : IsLoewdin (F * W) (Wᴴ * R * W) := by
  have hW' : W * Wᴴ = 1 := mul_eq_one_comm.mp hW
  constructor
  · apply h.1.conjTranspose_mul_mul_same
    intro x y hxy
    have h2 : Wᴴ *ᵥ (W *ᵥ x) = Wᴴ *ᵥ (W *ᵥ y) := congrArg (fun v => Wᴴ *ᵥ v) hxy
    simpa only [Matrix.mulVec_mulVec, hW, Matrix.one_mulVec] using h2
  · calc Wᴴ * R * W * ((F * W)ᴴ * (F * W)) * (Wᴴ * R * W)
        = Wᴴ * R * (W * Wᴴ) * (Fᴴ * F) * (W * Wᴴ) * R * W := by
          simp only [Matrix.conjTranspose_mul, Matrix.mul_assoc]
      _ = Wᴴ * (R * (Fᴴ * F) * R) * W := by
          rw [hW']
          simp only [Matrix.mul_one, Matrix.mul_assoc]
      _ = 1 := by rw [h.2, Matrix.mul_one, hW]
```

## (e) Covariance and its converse

**Task.** Let \(R\) and \(R'\) be Löwdin factors of \(F\) and \(FW\), with \(W\) any square matrix. Show that \(FWR'=FRW\) holds if and only if \(W^\dagger W=1\).

**Solution.** Suppose first that \(W\) is unitary. By (d), \(W^\dagger RW\) is a Löwdin factor of \(FW\), and by (c) it must equal \(R'\). Then

\[
FWR'=FW\,W^\dagger RW=FRW .
\]

Conversely, suppose that \(FWR'=FRW\). By (a) both \(FR\) and \(FWR'\) have orthonormal columns, so

\[
W^\dagger W=W^\dagger (FR)^\dagger(FR)\,W=(FRW)^\dagger(FRW)=(FWR')^\dagger(FWR')=1 .
\]

A single orbital already shows the converse at work. Take \(F=R=1\) and \(W=2\). Then \(R'=\tfrac12\) and \(FWR'=1\), whereas \(FRW=2\). Orthonormalisation removes the stretch, so the new Löwdin orbital cannot carry it.

In `loewdin_covariance_iff` the converse comes first. The hypothesis `h'` supplies the factor of \(FW\); for unitary \(W\), part (d) shows that such a factor exists.

The covariance depends on the choice of orthonormalising matrix. A Cholesky factorisation \(S=LL^\dagger\), with \(L\) lower triangular, also yields orthonormal orbitals \(F(L^\dagger)^{-1}\). Its triangular shape depends on the order of the orbitals and is not in general preserved by \(W\), so those orbitals do not in general rotate with the atomic ones.

```lean
/-- Loewdin covariance: the Loewdin orbitals built from `F * W` are the Loewdin orbitals
built from `F`, rotated by `W`, exactly when `W` is unitary. -/
theorem loewdin_covariance_iff {F : Matrix m d ℂ} {R R' W : Matrix d d ℂ}
    (h : IsLoewdin F R) (h' : IsLoewdin (F * W) R') :
    F * W * R' = F * R * W ↔ Wᴴ * W = 1 := by
  constructor
  · -- both sets of orbitals are orthonormal, so `W` preserves orthonormality
    intro heq
    have o := loewdin_orthonormal h'
    rw [heq, Matrix.conjTranspose_mul (F * R) W] at o
    calc Wᴴ * W = Wᴴ * ((F * R)ᴴ * (F * R)) * W := by
          rw [loewdin_orthonormal h, Matrix.mul_one]
      _ = Wᴴ * (F * R)ᴴ * (F * R * W) := by simp only [Matrix.mul_assoc]
      _ = 1 := o
  · -- uniqueness identifies the new factor with the rotated old one
    intro hW
    have hW' : W * Wᴴ = 1 := mul_eq_one_comm.mp hW
    rw [loewdin_unique h' (loewdin_rotate h hW)]
    calc F * W * (Wᴴ * R * W) = F * (W * Wᴴ) * R * W := by
          simp only [Matrix.mul_assoc]
      _ = F * R * W := by rw [hW', Matrix.mul_one]
```

## (f) Rotation of the occupation matrix

**Task.** Let \(n\) and \(n'\) be the occupation matrices obtained from \(F\) and \(FW\) with the same \(\rho\), where \(W\) is unitary. Show that \(n'=W^\dagger nW\).

**Solution.** By (e) the new Löwdin orbitals are \(FRW\). Hence

\[
n'=(FRW)^\dagger\rho\,(FRW)=W^\dagger\big[(FR)^\dagger\rho\,(FR)\big]W=W^\dagger nW .
\]

The density matrix stays fixed because it refers to the \(m\)-function basis, which \(W\) does not touch. The Lean proof unfolds `occupation`, rewrites with the covariance theorem and regroups.

```lean
/-- Under a unitary rotation `W` of the atomic orbitals, the Loewdin occupation matrix `n`
becomes `Wᴴ * n * W`. -/
theorem occupation_rotate {F : Matrix m d ℂ} {R R' W : Matrix d d ℂ} (ρ : Matrix m m ℂ)
    (h : IsLoewdin F R) (h' : IsLoewdin (F * W) R') (hW : Wᴴ * W = 1) :
    occupation (F * W) R' ρ = Wᴴ * occupation F R ρ * W := by
  unfold occupation
  rw [(loewdin_covariance_iff h h').mpr hW, Matrix.conjTranspose_mul (F * R) W]
  simp only [Matrix.mul_assoc]
```

## (g) Invariance of the Hubbard correction

**Task.** Show that \(E_U\) takes the same value for \(n'\) and \(n\).

**Solution.** Since \(WW^\dagger=1\),

\[
n'^2=W^\dagger n\,WW^\dagger nW=W^\dagger n^2W ,
\]

and therefore, by cyclicity,

\[
\mathrm{Tr}(n'-n'^2)=\mathrm{Tr}\big(W^\dagger(n-n^2)W\big)=\mathrm{Tr}\big((n-n^2)WW^\dagger\big)=\mathrm{Tr}(n-n^2).
\]

Multiplying by \(U/2\) gives the claim. In the code `e` is the matrix identity behind the first two expressions, and `Matrix.trace_mul_comm` is the cyclic step.

This gives a direct check of an implementation: keep \(\rho\) fixed, replace \(F\) by \(FW\) for a random unitary \(W\), recompute the Löwdin factor, and compare \(n'\) with \(W^\dagger nW\) and the two energies. The comparison of matrices is the sharper test, since the full trace is the same for every orthonormal basis of the same span.

Many calculations orthogonalise the orbitals of several atoms together and then sum the correction over the diagonal blocks of \(n\) that belong to single sites. That energy is not the one defined here. If \(W\) is block diagonal and mixes orbitals only within each site, (f) still applies, and the argument above can be repeated by hand for each block. A \(W\) that mixes sites can change the sum over blocks.

```lean
/-- The Hubbard correction evaluated with Loewdin orbitals is unchanged by a unitary
rotation of the underlying atomic orbitals. -/
theorem hubbardEnergy_invariant {F : Matrix m d ℂ} {R R' W : Matrix d d ℂ} (U : ℝ)
    (ρ : Matrix m m ℂ) (h : IsLoewdin F R) (h' : IsLoewdin (F * W) R')
    (hW : Wᴴ * W = 1) :
    hubbardEnergy U (occupation (F * W) R' ρ) = hubbardEnergy U (occupation F R ρ) := by
  have hW' : W * Wᴴ = 1 := mul_eq_one_comm.mp hW
  rw [occupation_rotate ρ h h' hW]
  generalize occupation F R ρ = n
  have e : Wᴴ * n * W - Wᴴ * n * W * (Wᴴ * n * W) = Wᴴ * ((n - n * n) * W) := by
    calc Wᴴ * n * W - Wᴴ * n * W * (Wᴴ * n * W)
        = Wᴴ * n * W - Wᴴ * n * (W * Wᴴ) * n * W := by simp only [Matrix.mul_assoc]
      _ = Wᴴ * ((n - n * n) * W) := by
          rw [hW', Matrix.mul_one]
          noncomm_ring
  unfold hubbardEnergy
  rw [e, Matrix.trace_mul_comm, Matrix.mul_assoc, hW', Matrix.mul_one]
```

## (h) Two orbitals of different norm

**Task.** Check the hypotheses of (e) for

\[
F=\begin{pmatrix}1&0\\0&\tfrac12\end{pmatrix},\qquad
R=\begin{pmatrix}1&0\\0&2\end{pmatrix},\qquad
W=\frac15\begin{pmatrix}3&-4\\4&3\end{pmatrix}.
\]

**Solution.** Here \(S=\mathrm{diag}(1,\tfrac14)\), so \(RSR=1\), and \(R\) has positive diagonal entries. The columns of \(W\) have squared norm \(\tfrac{9}{25}+\tfrac{16}{25}=1\) and inner product \(-\tfrac{12}{25}+\tfrac{12}{25}=0\). By (d) the new factor is

\[
R'=W^\dagger RW=\frac1{25}\begin{pmatrix}41&12\\12&34\end{pmatrix}.
\]

The second atomic orbital is deliberately left unnormalised, with norm \(\tfrac12\), to keep the arithmetic short; its Löwdin orbital has norm 1. Because the norms differ, the rotated atomic orbitals are no longer orthogonal: their overlap is \(-\tfrac{9}{25}\). The factor \(R'\) removes it. Since \(FR=1\), the new Löwdin orbitals \(FWR'=FRW\) are the columns of \(W\) itself.

The Lean proof checks \(W^\dagger W=1\) and \(RSR=1\) entry by entry and takes the factor of \(FW\) from `loewdin_rotate`.

```lean
/-- Two orthogonal orbitals of norms `1` and `1/2`, mixed by a real rotation with entries `3/5` and
`±4/5`, satisfy the hypotheses of the covariance theorem. -/
theorem loewdin_covariance_witness :
    let F : Matrix (Fin 2) (Fin 2) ℂ := Matrix.diagonal ![1, 1 / 2]
    let R : Matrix (Fin 2) (Fin 2) ℂ := Matrix.diagonal ![1, 2]
    let W : Matrix (Fin 2) (Fin 2) ℂ := !![3 / 5, -4 / 5; 4 / 5, 3 / 5]
    IsLoewdin F R ∧ IsLoewdin (F * W) (Wᴴ * R * W) ∧ Wᴴ * W = 1 := by
  intro F R W
  -- the numerals are real, so conjugation leaves them alone
  have c2 : (starRingEnd ℂ) 2 = 2 := by apply Complex.ext <;> simp
  have c3 : (starRingEnd ℂ) 3 = 3 := by apply Complex.ext <;> simp
  have c4 : (starRingEnd ℂ) 4 = 4 := by apply Complex.ext <;> simp
  have c5 : (starRingEnd ℂ) 5 = 5 := by apply Complex.ext <;> simp
  have hW : Wᴴ * W = 1 := by
    ext i j
    fin_cases i <;> fin_cases j <;>
      simp [W, Matrix.mul_apply, Fin.sum_univ_succ, c3, c4, c5] <;> norm_num
  have h : IsLoewdin F R := by
    constructor
    · apply Matrix.PosDef.diagonal
      intro i
      fin_cases i <;> simp
    · ext i j
      fin_cases i <;> fin_cases j <;>
        simp [F, R, Matrix.mul_apply, Matrix.diagonal_apply, c2]
  exact ⟨h, loewdin_rotate h hW, hW⟩

end

end LoewdinHubbardCovariance
```

```lean
#print axioms LoewdinHubbardCovariance.loewdin_covariance_iff
#print axioms LoewdinHubbardCovariance.hubbardEnergy_invariant
```

```
'LoewdinHubbardCovariance.loewdin_covariance_iff' depends on axioms: [propext, Classical.choice, Quot.sound]
'LoewdinHubbardCovariance.hubbardEnergy_invariant' depends on axioms: [propext, Classical.choice, Quot.sound]
```
